# Projecting rigid motions out of a Hessian never takes it further, in Frobenius norm, from a symmetric Hessian that annihilates them

A force-constant matrix (Hessian) with errors in it may give harmonic forces under rigid motions, and projection with `P` on both sides removes them. The theorem `projection_error_le` says that this never increases the error: ‖PHP − H₀‖ ≤ ‖H − H₀‖ in the Frobenius norm, for any real square matrix H and any symmetric reference H₀ that sends every rigid motion to zero. The matrices are finite, the rigid motions enter only as a linear subspace `T`, and `P` is a symmetric idempotent matrix with kernel `T`. The proof takes from `pythagoras` the identity ‖H − H₀‖² = ‖H − PHP‖² + ‖PHP − H₀‖², drops the non-negative first term on the right, and passes from squares to norms with `sq_le_sq₀`.

This version doesn't compile in Lean 4 with Mathlib:

```lean
import Mathlib

open Matrix

namespace ProjectionErrorLe

noncomputable section

variable {n : Type*} [Fintype n]

/-- The Frobenius norm of a real square matrix: the root of the sum of its squared entries. -/
def frobNorm (A : Matrix n n ℝ) : ℝ := Real.sqrt (∑ i, ∑ j, A i j ^ 2)

/-- The force-constant matrix `A` sends every displacement in `T` to the zero vector, so such a
displacement produces no harmonic force in any direction. -/
def Annihilates (A : Matrix n n ℝ) (T : Submodule ℝ (n → ℝ)) : Prop :=
  ∀ t ∈ T, A *ᵥ t = 0

/-- `P` is the orthogonal projector onto the complement of the space `T` of rigid motions:
a symmetric idempotent matrix whose kernel is `T`. -/
structure IsVibProjector (P : Matrix n n ℝ) (T : Submodule ℝ (n → ℝ)) : Prop where
  symm : P.IsSymm
  idem : P * P = P
  ker : ∀ v, P *ᵥ v = 0 ↔ v ∈ T

/-- The squared Frobenius norm of a sum is the sum of the squared norms plus twice the
trace overlap of the two matrices. -/
theorem frobNorm_sq_add (D E : Matrix n n ℝ) :
    frobNorm (D + E) ^ 2 = frobNorm D ^ 2 + frobNorm E ^ 2 + 2 * trace (Eᵀ * D) := by
  have hsq : ∀ X : Matrix n n ℝ, frobNorm X ^ 2 = ∑ i, ∑ j, X i j ^ 2 := fun X =>
    Real.sq_sqrt (Finset.sum_nonneg fun i _ => Finset.sum_nonneg fun j _ => sq_nonneg (X i j))
  have htr : trace (Eᵀ * D) = ∑ i, ∑ j, E i j * D i j := by
    simp only [Matrix.trace, Matrix.diag_apply, Matrix.mul_apply, Matrix.transpose_apply]
    exact Finset.sum_comm
  rw [hsq, hsq, hsq, htr]
  simp only [Finset.mul_sum, ← Finset.sum_add_distrib, Matrix.add_apply]
  exact Finset.sum_congr rfl fun i _ => Finset.sum_congr rfl fun j _ => by ring

/-- A matrix `D` without a vibrational block (`P D P = 0`) has zero trace overlap with a
matrix `E` that is purely vibrational (`P E P = E`). -/
theorem trace_overlap_zero {P D E : Matrix n n ℝ} {T : Submodule ℝ (n → ℝ)}
    (hP : IsVibProjector P T) (hD : P * D * P = 0) (hE : P * E * P = E) :
    trace (Eᵀ * D) = 0 := by
  calc trace (Eᵀ * D) = trace ((P * E * P)ᵀ * D) := by rw [hE]
    _ = trace (P * (Eᵀ * P * D)) := by
        rw [Matrix.transpose_mul, Matrix.transpose_mul, hP.symm.eq]
        simp only [Matrix.mul_assoc]
    _ = trace (Eᵀ * (P * D * P)) := by
        rw [Matrix.trace_mul_comm]
        simp only [Matrix.mul_assoc]
    _ = 0 := by rw [hD, Matrix.mul_zero, Matrix.trace_zero]

variable [DecidableEq n] {P : Matrix n n ℝ} {T : Submodule ℝ (n → ℝ)}

/-- A symmetric matrix annihilates the rigid motions exactly when projecting it on both
sides leaves it unchanged. -/
theorem annihilates_iff (hP : IsVibProjector P T) {A : Matrix n n ℝ} (hA : A.IsSymm) :
    Annihilates A T ↔ P * A * P = A := by
  constructor
  · intro h
    -- the part of a displacement removed by `P` is a rigid motion
    have hv : ∀ v, (A * P) *ᵥ v = A *ᵥ v := fun v => by
      have hm : v - P *ᵥ v ∈ T := (hP.ker _).1 (by
        rw [Matrix.mulVec_sub, Matrix.mulVec_mulVec, hP.idem, sub_self])
      have h0 := h _ hm
      rw [Matrix.mulVec_sub, Matrix.mulVec_mulVec, sub_eq_zero] at h0
      exact h0.symm
    have h1 : A * P = A := Matrix.toLin'.injective (LinearMap.ext fun v => by
      rw [Matrix.toLin'_apply, Matrix.toLin'_apply]
      exact hv v)
    have h2 : P * A = A := by
      have h3 := congrArg Matrix.transpose h1
      rwa [Matrix.transpose_mul, hP.symm.eq, hA.eq] at h3
    rw [h2, h1]
  · intro h t ht
    rw [← h, ← Matrix.mulVec_mulVec, (hP.ker t).2 ht, Matrix.mulVec_zero]

/-- Pythagoras for Hessians: the squared distance from `H` to a symmetric matrix `A` that
annihilates the rigid motions splits at the projected Hessian `P H P`. -/
theorem pythagoras (hP : IsVibProjector P T) (H : Matrix n n ℝ) {A : Matrix n n ℝ}
    (hA : A.IsSymm) (hAT : Annihilates A T) :
    frobNorm (H - A) ^ 2 = frobNorm (H - P * H * P) ^ 2 + frobNorm (P * H * P - A) ^ 2 := by
  have hPP : P * (P * H * P) * P = P * H * P := by
    calc P * (P * H * P) * P = (P * P) * H * (P * P) := by simp only [Matrix.mul_assoc]
      _ = P * H * P := by rw [hP.idem]
  have hD : P * (H - P * H * P) * P = 0 := by
    rw [Matrix.mul_sub, Matrix.sub_mul, hPP, sub_self]
  have hE : P * (P * H * P - A) * P = P * H * P - A := by
    rw [Matrix.mul_sub, Matrix.sub_mul, hPP, (annihilates_iff hP hA).1 hAT]
  have key := frobNorm_sq_add (H - P * H * P) (P * H * P - A)
  rw [sub_add_sub_cancel, trace_overlap_zero hP hD hE, mul_zero, add_zero] at key
  exact key

/-- Projection never worsens a noisy Hessian `H`: its Frobenius distance to any symmetric
`H₀` that annihilates the rigid motions does not grow. -/
theorem projection_error_le (hP : IsVibProjector P T) (H : Matrix n n ℝ)
    {H₀ : Matrix n n ℝ} (h₀ : H₀.IsSymm) (h₀T : Annihilates H₀ T) :
    frobNorm (P * H * P - H₀) ≤ frobNorm (H - H₀) := by
  have key := pythagoras hP H h₀ h₀T
  have hsq := sq_nonneg (frobNorm (H - P * H * P))
  exact (sq_le_sq₀ (Real.sqrt_nonneg _) (Real.sqrt_nonneg _)).1 (by linarith)

end

end ProjectionErrorLe
```

Lean reports:

```
Main.lean:101:68: error: linarith failed to find a contradiction
n : Type u_1
inst✝¹ : Fintype n
inst✝ : DecidableEq n
P : Matrix n n ℝ
T : Submodule ℝ (n → ℝ)
hP : IsVibProjector P T
H H₀ : Matrix n n ℝ
h₀ : H₀.IsSymm
h₀T : Annihilates H₀ T
key : frobNorm (H - H₀) ^ 2 = frobNorm (H - P * H * P) ^ 2 + frobNorm (P * H * P - H₀) ^ 2
hsq : 0 ≤ frobNorm (H - P * H * P) ^ 2
a✝ : √(∑ i, ∑ j, (H - H₀) i j ^ 2) ^ 2 < √(∑ i, ∑ j, (P * H * P - H₀) i j ^ 2) ^ 2
⊢ False
failed
```

Diagnosis. The one error is that `linarith` could not prove the inequality between the squares, although it follows at once from `key` and `hsq`. The trouble is the form of the goal. The two uses of `Real.sqrt_nonneg _` make the quantities compared by `sq_le_sq₀` explicit square roots, and Lean matched these with the norms in the theorem by unfolding `frobNorm`. So the negated goal `a✝` speaks of `√(∑ i, ∑ j, …) ^ 2`, while `key` and `hsq` speak of `frobNorm … ^ 2`. These are equal by definition, but `linarith` does not unfold `frobNorm`, an ordinary definition, when it compares terms. It therefore took them for unrelated quantities and found no contradiction.

The repair first states the inequality as `hle`, written with `frobNorm`. Its terms now match those of `key` and `hsq`, and `linarith` proves it. The last line then hands `hle` to `sq_le_sq₀`, where Lean only has to check that the two forms agree by definition, and for that it does unfold `frobNorm`.

This version goes through:

```diff
@@ -99,5 +99,6 @@
   have key := pythagoras hP H h₀ h₀T
   have hsq := sq_nonneg (frobNorm (H - P * H * P))
-  exact (sq_le_sq₀ (Real.sqrt_nonneg _) (Real.sqrt_nonneg _)).1 (by linarith)
+  have hle : frobNorm (P * H * P - H₀) ^ 2 ≤ frobNorm (H - H₀) ^ 2 := by linarith
+  exact (sq_le_sq₀ (Real.sqrt_nonneg _) (Real.sqrt_nonneg _)).1 hle
 
 end
```
